# The retarded dipole coupling tensor has one longitudinal and one transverse amplitude, and for $R>0$ the squared moduli of its entries, taken without the prefactor $1/(4\pi\varepsilon_0)$, sum to $2(3/R^6+k^2/R^4+k^4/R^2)$

Q: Suppose I use the static $R^{-6}$ law for the squared coupling of two dipoles at every distance $R$. What goes wrong?

A: Averaged over the orientations of the dipoles, the squared coupling comes out too small, and by a large factor once $R$ is comparable with the wavelength. Let $k=\omega/c=2\pi/\lambda$, where $\hbar\omega$ is the transferred energy and $\lambda$ the wavelength. At $kR=2$ the squared coupling, summed over all Cartesian components, is $23/3$ times the static value. Adding only the radiative $R^{-2}$ term repairs most of this, but it still leaves out a term in $R^{-4}$, which is $4/23$ of the full sum at $kR=2$. In rate calculations the full sum shows how much a static coupling neglects, within a model of two point dipoles in vacuum.

Q: Derive it for me before you show any code.

A: Let $r$ be the real unit vector along the separation, $I$ the identity, $D=rr^{T}$ and $x=kR$. Without its prefactor $1/(4\pi\varepsilon_0)$, the coupling tensor is

$$T=\frac{e^{ix}}{R^3}\Big[(1-ix)(I-3D)-x^2(I-D)\Big].$$

Write $I-3D=(I-D)-2D$ and collect terms:

$$T=a\,(I-D)+b\,D,\qquad a=\frac{e^{ix}(1-ix-x^2)}{R^3},\qquad b=\frac{-2e^{ix}(1-ix)}{R^3}.$$

Since $r^Tr=1$, we have $Dr=r$, so $Tr=br$. If $r^Tv=0$, then $Dv=0$ and $Tv=av$. These are the longitudinal and transverse amplitudes.

For the sum of squares, $D$ and $I-D$ are real symmetric projectors with $D(I-D)=0$ and traces 1 and 2. Hence

$$\sum_{ij}|T_{ij}|^2=\operatorname{tr}(T^\dagger T)=2|a|^2+|b|^2.$$

The phase has modulus one, so

$$R^6|a|^2=(1-x^2)^2+x^2=1-x^2+x^4,\qquad R^6|b|^2=4(1+x^2).$$

Twice the first plus the second is $6+2x^2+2x^4$. Dividing by $R^6$ gives the formula in the title.

Q: Put numbers in.

A: Take $R=1$ as the unit of length, $k=2$ and $r=(0,0,1)$. Then $T$ is diagonal with entries $a,a,b$, where $a=e^{2i}(-3-2i)$ and $b=e^{2i}(-2+4i)$. The squared moduli are 13, 13 and 20, which add to 46. The formula gives $2(3+4+16)=46$. The static term alone gives 6, and $46/6=23/3$.

Q: Now the formal version. I want to see that its objects are mine.

A: The file opens with the import and a namespace, and then defines the phase.

```lean
import Mathlib

open Matrix Filter Topology

namespace RetardedEnergyTransfer

noncomputable section

/-- The propagation phase `exp(ikR)`. -/
def phase (k R : ℝ) : ℂ := Complex.exp (((k * R : ℝ) : ℂ) * Complex.I)
```

The product $kR$ is formed as a real number and then regarded as complex, so the exponent is purely imaginary. The sign is that of an outgoing wave with time factor $e^{-i\omega t}$.

Q: My direction is real, but transition dipoles can be complex.

A: The direction is a real triple `r : Fin 3 → ℝ`, and `axis r` is the same triple regarded as a complex vector. The dipoles on which the tensor acts are arbitrary complex vectors.

```lean
/-- The real separation direction, regarded as a complex vector. -/
def axis (r : Fin 3 → ℝ) : Fin 3 → ℂ := fun i => (r i : ℂ)

/-- The dyad `r rᵀ` of the separation direction. -/
def dyad (r : Fin 3 → ℝ) : Matrix (Fin 3) (Fin 3) ℂ :=
  Matrix.of fun i j => (r i : ℂ) * (r j : ℂ)
```

Nothing in these definitions makes $r$ a unit vector. That enters as the hypothesis `r ⬝ᵥ r = 1` in the theorems that need it.

Q: And the tensor itself?

A: It is the expression I started from, with `1` inside the matrix brackets standing for the identity matrix.

```lean
/-- The retarded dipole-dipole coupling tensor at wave number `k`, distance `R` and
direction `r`. -/
def coupling (k R : ℝ) (r : Fin 3 → ℝ) : Matrix (Fin 3) (Fin 3) ℂ :=
  (phase k R / (R : ℂ) ^ 3) •
    ((1 - (k : ℂ) * R * Complex.I) • (1 - (3 : ℂ) • dyad r)
      - ((k : ℂ) * R) ^ 2 • (1 - dyad r))
```

The prefactor $1/(4\pi\varepsilon_0)$ is left out, so `coupling` has the dimension of an inverse volume. Multiplied by that prefactor and contracted with the two transition dipoles, it gives the coupling energy.

Q: Then $a$ and $b$ must appear somewhere.

A: They are `transverse` and `longitudinal`. The total strength is defined from the nine entries of the tensor, not from these amplitudes, so the relation between them has to be proved.

```lean
/-- The coupling amplitude for dipoles along the separation. -/
def longitudinal (k R : ℝ) : ℂ :=
  phase k R * (-2 * (1 - (k : ℂ) * R * Complex.I)) / (R : ℂ) ^ 3

/-- The coupling amplitude for dipoles perpendicular to the separation. -/
def transverse (k R : ℝ) : ℂ :=
  phase k R * (1 - (k : ℂ) * R * Complex.I - ((k : ℂ) * R) ^ 2) / (R : ℂ) ^ 3

/-- The total coupling strength: the sum of `|T_ij|²` over all Cartesian components. -/
def strength (k R : ℝ) (r : Fin 3 → ℝ) : ℝ := ∑ i, ∑ j, ‖coupling k R r i j‖ ^ 2
```

Q: Why should I care about a sum over nine components? My donor and acceptor have definite orientations.

A: For definite orientations you need the tensor itself, and its action on any dipole is one of the theorems. The sum is the quantity for isotropic samples: averaging $|u^{T}Tv|^2$ over independent, uniformly distributed real unit vectors $u$ and $v$ gives one ninth of it. In the static limit that is $\tfrac{2}{3}R^{-6}$, with the familiar orientation factor $2/3$.

Q: What exactly do the main theorems say?

A: `coupling_mulVec_axis` says that for a unit vector $r$ the tensor multiplies `axis r` by `longitudinal k R`. `coupling_mulVec_perp` says that it multiplies every complex $v$ with `axis r ⬝ᵥ v = 0` by `transverse k R`. The product `⬝ᵥ` involves no complex conjugation, but $r$ is real, so the condition is ordinary orthogonality. `strength_formula` says that for $R\neq0$ and a unit vector $r$,

$$R^6\sum_{ij}|T_{ij}|^2=2(3+k^2R^2+k^4R^4).$$

Q: That is not the formula in the title. Why the factor $R^6$?

A: For $R\ne0$ the two are equivalent. Lean sets division by zero to zero, so the divided form would hold at $R=0$ as an accident of that convention; the multiplied form fails there, and the hypothesis does real work. The theorem also admits negative $R$, which has no meaning as a distance and does no harm.

Q: Where does the physics stop?

A: At the coupling. The dipoles are points, the medium is vacuum, and $k$ is one real number. There is no golden rule, no spectral overlap and no Dexter exchange, so this is not a transfer rate. The form of the tensor is taken as a definition, not derived from electrodynamics, although the last theorem ties its amplitudes to a spherical wave.

Q: Then take me through the proofs, starting with the splitting.

A: It is checked entry by entry. After the definitions are unfolded, `ring` does the collection of terms that I did by hand.

```lean
/-- The coupling tensor is the transverse amplitude times `1 - r rᵀ` plus the longitudinal amplitude
times `r rᵀ`. -/
theorem coupling_eq (k R : ℝ) (r : Fin 3 → ℝ) :
    coupling k R r = transverse k R • (1 - dyad r) + longitudinal k R • dyad r := by
  ext i j
  simp only [coupling, transverse, longitudinal, Matrix.smul_apply, Matrix.sub_apply,
    Matrix.add_apply, smul_eq_mul]
  ring
```

This is pure algebra and holds for any real vector $r$. When $r$ is a unit vector, the two matrices are the projectors used above.

Q: And the action on a dipole?

A: From the splitting, $Tv=av+(b-a)(r^Tv)\,r$. The proof replaces the two amplitudes by arbitrary complex numbers, since their form is irrelevant here, and compares the three components.

```lean
/-- The coupling tensor applied to any dipole `v` gives a part along `v` and a part along
the separation. -/
theorem coupling_mulVec (k R : ℝ) (r : Fin 3 → ℝ) (v : Fin 3 → ℂ) :
    coupling k R r *ᵥ v = transverse k R • v
      + ((longitudinal k R - transverse k R) * (axis r ⬝ᵥ v)) • axis r := by
  rw [coupling_eq]
  generalize transverse k R = t
  generalize longitudinal k R = l
  ext i
  fin_cases i <;>
    simp [Matrix.mulVec, dotProduct, dyad, axis, Fin.sum_univ_three, Matrix.one_apply] <;>
    ring
```

The two special cases follow. Along the axis the dot product is 1, and $a+(b-a)=b$. The proof first carries the normalisation from the real vector to its complex version.

```lean
/-- The separation direction is an eigenvector of the coupling tensor, with the longitudinal
amplitude as eigenvalue. -/
theorem coupling_mulVec_axis (k R : ℝ) {r : Fin 3 → ℝ} (hr : r ⬝ᵥ r = 1) :
    coupling k R r *ᵥ axis r = longitudinal k R • axis r := by
  have h : axis r ⬝ᵥ axis r = 1 := by
    have h1 : axis r ⬝ᵥ axis r = ((r ⬝ᵥ r : ℝ) : ℂ) := by simp [axis, dotProduct]
    rw [h1, hr, Complex.ofReal_one]
  rw [coupling_mulVec, h]
  module
```

On the orthogonal plane the dot product is 0 and only the transverse term remains. This case doesn't need $r$ to be normalised.

```lean
/-- On the plane orthogonal to the separation the coupling tensor is multiplication by the
transverse amplitude. -/
theorem coupling_mulVec_perp (k R : ℝ) {r : Fin 3 → ℝ} {v : Fin 3 → ℂ}
    (hv : axis r ⬝ᵥ v = 0) : coupling k R r *ᵥ v = transverse k R • v := by
  rw [coupling_mulVec, hv]
  simp
```

Q: You used traces of projectors for the sum of squares. Does Lean?

A: No, it expands all nine entries into real and imaginary parts. Write $s=r^Tr$ before normalisation. The expansion amounts to

$$\sum_{ij}|T_{ij}|^2=|a|^2(3-2s+s^2)+2\,\mathrm{Re}(a\bar b)(s-s^2)+|b|^2s^2.$$

Subtracting $2|a|^2+|b|^2$ leaves

$$(s-1)\Big[|a|^2(s-1)-2\,\mathrm{Re}(a\bar b)\,s+|b|^2(s+1)\Big],$$

which vanishes at $s=1$. The bracket is the coefficient given to `linear_combination`.

```lean
/-- The total strength is twice the squared modulus of the transverse amplitude plus that of
the longitudinal amplitude. -/
theorem strength_eq_amplitudes (k R : ℝ) {r : Fin 3 → ℝ} (hr : r ⬝ᵥ r = 1) :
    strength k R r = 2 * ‖transverse k R‖ ^ 2 + ‖longitudinal k R‖ ^ 2 := by
  simp only [dotProduct, Fin.sum_univ_three] at hr
  rw [strength, coupling_eq]
  generalize transverse k R = a
  generalize longitudinal k R = b
  have entry : ∀ i j, (a • (1 - dyad r) + b • dyad r) i j
      = a * ((if i = j then 1 else 0) - (r i : ℂ) * r j) + b * ((r i : ℂ) * r j) := by
    intro i j
    simp [dyad, Matrix.one_apply]
  simp only [entry, ← Complex.normSq_eq_norm_sq, Complex.normSq_apply, Fin.sum_univ_three]
  simp
  -- the difference of the two sides is a multiple of `|r|² - 1`
  linear_combination
    ((a.re ^ 2 + a.im ^ 2) * (r 0 * r 0 + r 1 * r 1 + r 2 * r 2 - 1)
      - 2 * (a.re * b.re + a.im * b.im) * (r 0 * r 0 + r 1 * r 1 + r 2 * r 2)
      + (b.re ^ 2 + b.im ^ 2) * (r 0 * r 0 + r 1 * r 1 + r 2 * r 2 + 1)) * hr
```

Q: The phase still has to disappear.

A: The next lemma does that for both amplitudes at once. Each has the form $e^{ikR}z/R^3$, and the squared modulus of the phase is 1, so multiplying by $R^6$ leaves $|z|^2$.

```lean
/-- An amplitude `exp(ikR) z / R³` has squared modulus `|z|² / R⁶`, written without
division. -/
theorem amplitude_normSq (k : ℝ) {R : ℝ} (hR : R ≠ 0) (z : ℂ) :
    R ^ 6 * ‖phase k R * z / (R : ℂ) ^ 3‖ ^ 2 = Complex.normSq z := by
  have hp : Complex.normSq (phase k R) = 1 := by
    rw [Complex.normSq_eq_norm_sq, phase, Complex.norm_exp_ofReal_mul_I, one_pow]
  rw [← Complex.normSq_eq_norm_sq, map_div₀, map_mul, map_pow, Complex.normSq_ofReal, hp]
  field_simp
```

In the main theorem, `ht` and `hl` are the two squared moduli, multiplied by $R^6$, that were computed earlier by hand. The last line adds twice the first to the second.

```lean
/-- The sum of `|T_ij|²` equals `2 (3/R⁶ + k²/R⁴ + k⁴/R²)`, stated after multiplication
by `R⁶`. -/
theorem strength_formula (k : ℝ) {R : ℝ} (hR : R ≠ 0) {r : Fin 3 → ℝ} (hr : r ⬝ᵥ r = 1) :
    R ^ 6 * strength k R r = 2 * (3 + k ^ 2 * R ^ 2 + k ^ 4 * R ^ 4) := by
  have ht : R ^ 6 * ‖transverse k R‖ ^ 2 = (1 - (k * R) ^ 2) ^ 2 + (k * R) ^ 2 := by
    rw [transverse, amplitude_normSq k hR]
    simp [Complex.normSq_apply, pow_two]
  have hl : R ^ 6 * ‖longitudinal k R‖ ^ 2 = 4 * (1 + (k * R) ^ 2) := by
    rw [longitudinal, amplitude_normSq k hR]
    simp [Complex.normSq_apply]
    ring
  rw [strength_eq_amplitudes k R hr]
  linear_combination 2 * ht + hl
```

Q: I would trust this more if it reproduced the Förster regime.

A: It does, for the coupling. At fixed $k$, as $R$ tends to zero from above, $R^6$ times the strength tends to 6. The proof takes the limit of the polynomial on the right of `strength_formula`, which is continuous, and uses that the two sides agree for every $R>0$.

```lean
/-- Near zone: as `R` tends to zero from above, `R⁶` times the total strength tends to 6. -/
theorem near_zone (k : ℝ) {r : Fin 3 → ℝ} (hr : r ⬝ᵥ r = 1) :
    Tendsto (fun R : ℝ => R ^ 6 * strength k R r) (𝓝[>] 0) (𝓝 6) := by
  have hc : Continuous fun R : ℝ => 2 * (3 + k ^ 2 * R ^ 2 + k ^ 4 * R ^ 4) := by fun_prop
  refine ((hc.tendsto' 0 6 (by norm_num)).mono_left nhdsWithin_le_nhds).congr' ?_
  filter_upwards [self_mem_nhdsWithin] with R hR
  exact (strength_formula k (Set.mem_Ioi.mp hR).ne' hr).symm
```

At large distance the radiative term survives: $R^2$ times the strength tends to $2k^4$. Here the proof substitutes $u=1/R$, which turns the expression into $2(3u^4+k^2u^2+k^4)$, and lets $u$ tend to zero.

```lean
/-- Far zone: as `R` tends to infinity, `R²` times the total strength tends to `2k⁴`. -/
theorem far_zone (k : ℝ) {r : Fin 3 → ℝ} (hr : r ⬝ᵥ r = 1) :
    Tendsto (fun R : ℝ => R ^ 2 * strength k R r) atTop (𝓝 (2 * k ^ 4)) := by
  have hc : Continuous fun u : ℝ => 2 * (3 * u ^ 4 + k ^ 2 * u ^ 2 + k ^ 4) := by fun_prop
  refine ((hc.tendsto' 0 (2 * k ^ 4) (by simp)).comp tendsto_inv_atTop_zero).congr' ?_
  filter_upwards [eventually_gt_atTop (0 : ℝ)] with R hR
  have hS : strength k R r = 2 * (3 + k ^ 2 * R ^ 2 + k ^ 4 * R ^ 4) / R ^ 6 := by
    rw [eq_div_iff (pow_ne_zero 6 hR.ne')]
    linarith [strength_formula k hR.ne' hr]
  rw [hS]
  simp only [Function.comp]
  field_simp
```

For $k=0$ that limit is zero, as it should be for a purely static coupling.

Q: You still owe me the spherical wave. So far the tensor could be any matrix with a convenient sum of squares.

A: Let $G(R)=e^{ikR}/R$ be the outgoing wave. Differentiating twice gives

$$G'=\frac{e^{ikR}(ikR-1)}{R^2},\qquad G''=e^{ikR}\Big(-\frac{k^2}{R}-\frac{2ik}{R^2}+\frac{2}{R^3}\Big).$$

Adding $k^2G$ to $G''$ cancels the $1/R$ term and leaves $2e^{ikR}(1-ikR)/R^3=-b$. In the same way,

$$\frac{G'}{R}+k^2G=\frac{e^{ikR}(ikR-1+k^2R^2)}{R^3}=-a.$$

So $b=-(G''+k^2G)$ and $a=-(G'/R+k^2G)$. In the file, $G$ is `wave` and the formula for $G'$ is `waveSlope`.

```lean
/-- The outgoing spherical wave `exp(ikR)/R`. -/
def wave (k R : ℝ) : ℂ := phase k R / (R : ℂ)

/-- The function `exp(ikR) (ikR - 1)/R²`. -/
def waveSlope (k R : ℝ) : ℂ :=
  phase k R * ((k : ℂ) * R * Complex.I - 1) / (R : ℂ) ^ 2
```

Q: Why do those two combinations matter?

A: The matrix of second derivatives of a radial function has eigenvalue $G''$ along the separation and $G'/R$ across it. The amplitudes are therefore the eigenvalues of $-(\nabla\nabla+k^2I)G$. Up to the prefactor, $(\nabla\nabla+k^2I)G$ applied to a point dipole at the origin is its electric field away from the origin, and the minus sign is that of the energy of a second dipole in this field. That three-dimensional step is ordinary vector calculus which I am supplying here; the theorem concerns the radial derivatives.

It has three parts, all for $R\neq0$: `waveSlope` is the derivative of `wave`, the derivative of `waveSlope` is $-(b+k^2G)$, and $a$ is the combination above. The proof differentiates the phase by the chain rule and then applies the product and quotient rules. For the second derivative it first collects powers of $1/R$, as in my expression for $G''$, and then uses $i^2=-1$.

```lean
/-- With `G = exp(ikR)/R`, the longitudinal amplitude is `-(G'' + k²G)` and the transverse
amplitude is `-(G'/R + k²G)`. -/
theorem amplitudes_from_wave (k : ℝ) {R : ℝ} (hR : R ≠ 0) :
    HasDerivAt (wave k) (waveSlope k R) R ∧
    HasDerivAt (waveSlope k) (-(longitudinal k R + (k : ℂ) ^ 2 * wave k R)) R ∧
    transverse k R = -(waveSlope k R / R + (k : ℂ) ^ 2 * wave k R) := by
  have hne : (R : ℂ) ≠ 0 := Complex.ofReal_ne_zero.mpr hR
  have h0 : HasDerivAt (fun x : ℝ => (x : ℂ)) 1 R := by
    simpa using (hasDerivAt_id' R).ofReal_comp
  have hlin := (h0.const_mul (k : ℂ)).mul_const Complex.I
  have hp : HasDerivAt (phase k) ((k : ℂ) * Complex.I * phase k R) R := by
    have e : ∀ x : ℝ, phase k x = Complex.exp ((k : ℂ) * x * Complex.I) := by
      intro x
      simp [phase]
    rw [e R]
    refine (hlin.cexp.congr_deriv ?_).congr_of_eventuallyEq (Eventually.of_forall e)
    ring
  have hsq : HasDerivAt (fun x : ℝ => (x : ℂ) ^ 2) (2 * (R : ℂ)) R :=
    (h0.fun_pow 2).congr_deriv (by simp)
  refine ⟨(hp.fun_div h0 hne).congr_deriv ?_,
    ((hp.fun_mul (hlin.sub_const 1)).fun_div hsq (pow_ne_zero 2 hne)).congr_deriv ?_, ?_⟩
  · simp only [waveSlope]
    ring
  · -- collect the powers of `1/R`, then use `i² = -1`
    trans phase k R * ((k : ℂ) ^ 2 * Complex.I ^ 2 / R - 2 * k * Complex.I / (R : ℂ) ^ 2
      + 2 / (R : ℂ) ^ 3)
    · field_simp
      ring
    · rw [Complex.I_sq]
      simp only [longitudinal, wave]
      field_simp
      ring
  · simp only [transverse, waveSlope, wave]
    field_simp
    ring

end

end RetardedEnergyTransfer
```

```lean
#print axioms RetardedEnergyTransfer.amplitude_normSq
#print axioms RetardedEnergyTransfer.near_zone
#print axioms RetardedEnergyTransfer.far_zone
#print axioms RetardedEnergyTransfer.amplitudes_from_wave
```

```
'RetardedEnergyTransfer.amplitude_normSq' depends on axioms: [propext, Classical.choice, Quot.sound]
'RetardedEnergyTransfer.near_zone' depends on axioms: [propext, Classical.choice, Quot.sound]
'RetardedEnergyTransfer.far_zone' depends on axioms: [propext, Classical.choice, Quot.sound]
'RetardedEnergyTransfer.amplitudes_from_wave' depends on axioms: [propext, Classical.choice, Quot.sound]
```
